# Collatz–Wielandt bounds on the eigenvalue of a positive left eigenvector

We compare a trial vector $x$ with its image $Ax$ through products and not through quotients. For a real square matrix $A$, two real numbers $a$ and $b$ bracket the action of $A$ on $x$ if

$$a\,x_i \le (Ax)_i \le b\,x_i \qquad\text{for every index } i.$$

When all $x_i$ are positive, this says that every quotient $(Ax)_i/x_i$ lies between $a$ and $b$. The product form also makes sense when $x$ has zero entries, although it is strict about them: where $x_i=0$, the two inequalities force $(Ax)_i=0$.

Let $A$ have nonnegative entries, and let $u$ be a left eigenvector with all entries positive, $u^TA=l\,u^T$. Let $x$ be nonnegative and nonzero. If $a$ and $b$ bracket the action of $A$ on $x$, then $a\le l\le b$, and the same two numbers bracket the action of $A$ on every power iterate $A^kx$, $k=0,1,2,\dots$

The vector $u$ is assumed and not constructed. For an irreducible nonnegative matrix, the Perron–Frobenius theorem supplies it. The name Collatz–Wielandt is also attached to a max-min formula for the Perron eigenvalue; what follows concerns the enclosure by a given trial vector, with no optimisation over trial vectors.

In quantum mechanics the bounds apply to a finite real symmetric Hamiltonian matrix $H$, written in an orthonormal basis, with nonpositive off-diagonal entries and a ground-state vector that can be chosen entrywise positive, that is, one with neither zero entries nor sign changes in the chosen basis. With $c$ no smaller than any diagonal entry of $H$, the matrix $A=cI-H$ is nonnegative, $l=c-E_0$, and, since $A$ is symmetric, the ground-state vector serves as $u$. A bracket for a nonnegative nonzero trial vector then gives $c-b\le E_0\le c-a$, which bounds the ground-state energy $E_0$, the lowest eigenvalue of this matrix, from both sides. If the matrix is a truncation of a larger Hamiltonian, the lower bound refers to the truncated problem only.

## The eigenvalue as a weighted average

Multiply $Ax$ from the left by $u^T$. Since $u^TA=l\,u^T$,

$$u^T(Ax)=(u^TA)x=l\,u^Tx.$$

The overlap $u^Tx=\sum_i u_ix_i$ is positive: no term is negative, and at least one $x_i$ is positive, which makes its term positive. Now multiply the $i$th bracket inequality by $u_i>0$ and sum over $i$:

$$a\,u^Tx\le u^T(Ax)\le b\,u^Tx .$$

The middle expression equals $l\,u^Tx$. Division by $u^Tx>0$ gives $a\le l\le b$. The signs of the entries of $A$ played no part.

For positive $x$ we may take $a=\min_i (Ax)_i/x_i$ and $b=\max_i (Ax)_i/x_i$. The eigenvalue then lies between the smallest and the largest quotient.

## The bracket under power iteration

Here the nonnegativity of $A$ is needed. If $y_j\le z_j$ for all $j$, then $A_{ij}y_j\le A_{ij}z_j$, and summing over $j$ gives $(Ay)_i\le(Az)_i$. So $A$ preserves the entrywise order.

Suppose that $a\,y\le Ay\le b\,y$ entrywise for the iterate $y=A^kx$. Applying $A$ to all three vectors gives

$$a\,(Ay)\le A(Ay)\le b\,(Ay),$$

which is the bracket for $Ay=A^{k+1}x$. The case $k=0$ is the hypothesis, and induction covers all $k$.

The bracket is therefore never lost, but it need not shrink. The matrix that exchanges two components sends $(1,2)$ to $(2,1)$ and back, and the quotients are $2$ and $1/2$ at every step, in alternating order.

## Sharp bounds and residuals

Suppose that $l$ itself is a lower bound, $l\,x_i\le(Ax)_i$ for all $i$. The identity $u^T(Ax)=l\,u^Tx$ can be written as

$$\sum_i u_i\big((Ax)_i-l\,x_i\big)=0 .$$

Every term is nonnegative, so every term is zero, and because $u_i>0$ we obtain $Ax=l\,x$. If $l$ is an upper bound, the terms are all nonpositive and the conclusion is the same. Neither $A$ nor $x$ needs a sign here.

The width of the bracket also controls the residual. Let $y=A^kx$, which is nonnegative because $A$ and $x$ are. Both $(Ay)_i$ and $l\,y_i$ lie between $a\,y_i$ and $b\,y_i$, the first by the bracket for $y$ and the second by $a\le l\le b$. Hence

$$|(Ay)_i-l\,y_i|\le(b-a)\,y_i .$$

Both sides scale with $y$, so a nonzero iterate may be normalised without changing the factor $b-a$.

## Vectors, products and the bracket in Lean

The index set `n` is an arbitrary finite type, so the matrices are finite but of any size.

```lean
import Mathlib

open Matrix

namespace CollatzWielandtBracketing

variable {n : Type*} [Fintype n]
```

A vector is a function `n → ℝ`. The notation `A *ᵥ x` stands for $Ax$, `u ᵥ* A` for the row vector $u^TA$, `u ⬝ᵥ x` for $u^Tx$, and `l • u` for a scalar multiple. The definition of the bracket contains the product inequalities and nothing else; the conditions on $A$, $u$ and $x$ appear as hypotheses in the theorems that need them.

```lean
/-- The numbers `a` and `b` bracket the action of `A` on the trial vector `x`:
`a x ≤ A x ≤ b x` holds entry by entry. -/
def IsBracket (A : Matrix n n ℝ) (x : n → ℝ) (a b : ℝ) : Prop :=
  ∀ i, a * x i ≤ (A *ᵥ x) i ∧ (A *ᵥ x) i ≤ b * x i
```

## Enclosing the eigenvalue

The first lemma is the identity $u^T(Ax)=l\,u^Tx$. Its hypothesis `hul` is the left-eigenvector equation. The rewrite with `Matrix.dotProduct_mulVec` moves the parentheses from $u^T(Ax)$ to $(u^TA)x$, after which `hul` replaces $u^TA$ by $l\,u^T$.

```lean
/-- Pairing with a left eigenvector turns the action of `A` into multiplication
by the eigenvalue. -/
theorem left_pairing {A : Matrix n n ℝ} {u : n → ℝ} {l : ℝ}
    (hul : u ᵥ* A = l • u) (x : n → ℝ) :
    u ⬝ᵥ (A *ᵥ x) = l * (u ⬝ᵥ x) := by
  rw [Matrix.dotProduct_mulVec, hul, smul_dotProduct, smul_eq_mul]
```

The next theorem states that $a\le l\le b$ for positive $u$ and for nonnegative, nonzero $x$. As in the derivation, it has no hypothesis on the entries of `A`.

```lean
/-- An entrywise bracket for a nonnegative nonzero trial vector encloses the eigenvalue
that belongs to a positive left eigenvector. -/
theorem eigenvalue_mem_bracket {A : Matrix n n ℝ} {u x : n → ℝ} {l a b : ℝ}
    (hu : ∀ i, 0 < u i) (hul : u ᵥ* A = l • u)
    (hx : ∀ i, 0 ≤ x i) (hx0 : x ≠ 0) (h : IsBracket A x a b) :
    a ≤ l ∧ l ≤ b := by
  -- the overlap of the trial vector with the left eigenvector is positive
  have hpos : 0 < u ⬝ᵥ x := by
    obtain ⟨i, hi⟩ := Function.ne_iff.mp hx0
    show 0 < ∑ j, u j * x j
    exact Finset.sum_pos' (fun j _ => mul_nonneg (hu j).le (hx j))
      ⟨i, Finset.mem_univ i, mul_pos (hu i) (lt_of_le_of_ne (hx i) (Ne.symm hi))⟩
  -- average the entrywise inequalities with the weights `u`
  have h1 : u ⬝ᵥ (a • x) ≤ u ⬝ᵥ (A *ᵥ x) :=
    Finset.sum_le_sum fun i _ => mul_le_mul_of_nonneg_left (h i).1 (hu i).le
  have h2 : u ⬝ᵥ (A *ᵥ x) ≤ u ⬝ᵥ (b • x) :=
    Finset.sum_le_sum fun i _ => mul_le_mul_of_nonneg_left (h i).2 (hu i).le
  rw [dotProduct_smul, smul_eq_mul, left_pairing hul] at h1 h2
  exact ⟨le_of_mul_le_mul_right h1 hpos, le_of_mul_le_mul_right h2 hpos⟩
```

The proof first establishes `hpos`, the positivity of the overlap. From `x ≠ 0` it obtains an index with $x_i\ne0$; together with $x_i\ge0$ this gives a positive term in a sum of nonnegative terms. The steps `h1` and `h2` are the two bracket inequalities averaged with the weights $u_i$. After `left_pairing` has been inserted, they read $a\,u^Tx\le l\,u^Tx$ and $l\,u^Tx\le b\,u^Tx$, and the last line cancels the positive overlap.

## Carrying the bracket to every iterate

Order preservation is proved term by term in the sum that defines the matrix-vector product. The hypothesis `hA` says that all entries of $A$ are nonnegative.

```lean
/-- A matrix with nonnegative entries preserves the entrywise order of vectors. -/
theorem mulVec_mono {A : Matrix n n ℝ} (hA : ∀ i j, 0 ≤ A i j) {x y : n → ℝ}
    (h : ∀ i, x i ≤ y i) (i : n) : (A *ᵥ x) i ≤ (A *ᵥ y) i := by
  show ∑ j, A i j * x j ≤ ∑ j, A i j * y j
  exact Finset.sum_le_sum fun j _ => mul_le_mul_of_nonneg_left (h j) (hA i j)
```

The induction over $k$ uses this lemma twice. The power iterate is written without normalisation, as `A ^ k *ᵥ x`.

```lean
/-- For a nonnegative matrix, a bracket for the trial vector is also a bracket for
every power iterate. -/
theorem bracket_iterate [DecidableEq n] {A : Matrix n n ℝ} (hA : ∀ i j, 0 ≤ A i j)
    {x : n → ℝ} {a b : ℝ} (h : IsBracket A x a b) (k : ℕ) :
    IsBracket A (A ^ k *ᵥ x) a b := by
  induction k with
  | zero => simpa using h
  | succ k ih =>
    rw [pow_succ', ← Matrix.mulVec_mulVec]
    intro i
    -- apply `A` to both sides of the inequalities for the previous iterate
    have h1 := mulVec_mono hA (x := a • (A ^ k *ᵥ x)) (y := A *ᵥ (A ^ k *ᵥ x))
      (fun j => (ih j).1) i
    have h2 := mulVec_mono hA (x := A *ᵥ (A ^ k *ᵥ x)) (y := b • (A ^ k *ᵥ x))
      (fun j => (ih j).2) i
    rw [Matrix.mulVec_smul] at h1 h2
    exact ⟨h1, h2⟩
```

In the successor case, `pow_succ'` and `Matrix.mulVec_mulVec` turn $A^{k+1}x$ into $A(A^kx)$. The step `h1` applies $A$ to the lower inequality for $A^kx$, and `h2` applies it to the upper one. The rewrite with `Matrix.mulVec_smul` then takes the scalars $a$ and $b$ out of the product, which leaves the bracket for the next iterate. No sign or nonvanishing condition on $x$ is needed for this part.

The main theorem puts the two parts together under their combined hypotheses.

```lean
/-- Collatz-Wielandt bracketing: for a nonnegative matrix with a positive left eigenvector,
entrywise bounds `a x ≤ A x ≤ b x` enclose the eigenvalue, and the same bounds hold
for every power iterate `A ^ k x`. -/
theorem collatz_wielandt_bracketing [DecidableEq n] {A : Matrix n n ℝ}
    {u x : n → ℝ} {l a b : ℝ} (hA : ∀ i j, 0 ≤ A i j)
    (hu : ∀ i, 0 < u i) (hul : u ᵥ* A = l • u)
    (hx : ∀ i, 0 ≤ x i) (hx0 : x ≠ 0) (h : IsBracket A x a b) :
    (a ≤ l ∧ l ≤ b) ∧ ∀ k : ℕ, IsBracket A (A ^ k *ᵥ x) a b :=
  ⟨eigenvalue_mem_bracket hu hul hx hx0 h, bracket_iterate hA h⟩
```

Its conclusion has the enclosure $a\le l\le b$ on one side and, on the other, the bracket with the original $a$ and $b$ for every natural number $k$, including zero. It contains no statement about convergence of the iterates or about the rate at which a bracket narrows.

## The smallest and largest quotients

When quotients are formed, the trial vector must be strictly positive, and `hx` now says so. The index set must also be nonempty, because a minimum and a maximum are taken over it. These are written `Finset.univ.inf'` and `Finset.univ.sup'`.

```lean
/-- For a positive trial vector, the eigenvalue that belongs to a positive left eigenvector lies
between the smallest and the largest of the quotients `(A x)ᵢ / xᵢ`. -/
theorem quotient_bounds [Nonempty n] {A : Matrix n n ℝ} {u x : n → ℝ} {l : ℝ}
    (hu : ∀ i, 0 < u i) (hul : u ᵥ* A = l • u) (hx : ∀ i, 0 < x i) :
    Finset.univ.inf' Finset.univ_nonempty (fun i => (A *ᵥ x) i / x i) ≤ l ∧
      l ≤ Finset.univ.sup' Finset.univ_nonempty (fun i => (A *ᵥ x) i / x i) := by
  have hx0 : x ≠ 0 := fun h0 =>
    (hx (Classical.arbitrary n)).ne' (congrFun h0 (Classical.arbitrary n))
  refine eigenvalue_mem_bracket hu hul (fun i => (hx i).le) hx0 (fun i => ⟨?_, ?_⟩)
  · exact (le_div_iff₀ (hx i)).1
      (Finset.inf'_le (fun i => (A *ᵥ x) i / x i) (Finset.mem_univ i))
  · exact (div_le_iff₀ (hx i)).1
      (Finset.le_sup' (fun i => (A *ᵥ x) i / x i) (Finset.mem_univ i))
```

The proof applies `eigenvalue_mem_bracket` with these two numbers as $a$ and $b$. What remains is to check that they form a bracket. The minimum is at most each quotient and the maximum is at least each quotient; multiplying by $x_i>0$, through `le_div_iff₀` and `div_le_iff₀`, gives the product inequalities. The matrix may have entries of either sign here as well.

## When the eigenvalue is itself a bound

The hypothesis `h` is a disjunction: $l$ is an entrywise lower bound, or it is an entrywise upper bound. In both cases the conclusion is the eigenvalue equation $Ax=l\,x$. The vector $x$ may be zero, in which case the equation holds trivially.

```lean
/-- If the eigenvalue `l` of a positive left eigenvector is itself an entrywise lower bound or an
entrywise upper bound for the action of `A` on a trial vector, then the trial vector satisfies `A x
= l x` exactly. -/
theorem eigenvector_of_sharp_bound {A : Matrix n n ℝ} {u x : n → ℝ} {l : ℝ}
    (hu : ∀ i, 0 < u i) (hul : u ᵥ* A = l • u)
    (h : (∀ i, l * x i ≤ (A *ᵥ x) i) ∨ (∀ i, (A *ᵥ x) i ≤ l * x i)) :
    A *ᵥ x = l • x := by
  -- the weighted residual always sums to zero
  have hsum : ∑ i, u i * ((A *ᵥ x) i - l * x i) = 0 := by
    have hp := left_pairing hul x
    simp only [dotProduct, Finset.mul_sum] at hp
    simp only [mul_sub, Finset.sum_sub_distrib]
    rw [hp, sub_eq_zero]
    exact Finset.sum_congr rfl fun i _ => by ring
  -- terms of one sign with zero sum all vanish
  have hz : ∀ i, u i * ((A *ᵥ x) i - l * x i) = 0 := by
    intro i
    rcases h with h | h
    · exact (Finset.sum_eq_zero_iff_of_nonneg (fun j _ =>
        mul_nonneg (hu j).le (sub_nonneg.2 (h j)))).1 hsum i (Finset.mem_univ i)
    · exact (Finset.sum_eq_zero_iff_of_nonpos (fun j _ =>
        mul_nonpos_iff.2 (Or.inl ⟨(hu j).le, sub_nonpos.2 (h j)⟩))).1 hsum i
        (Finset.mem_univ i)
  funext i
  exact sub_eq_zero.1 ((mul_eq_zero.1 (hz i)).resolve_left (hu i).ne')
```

The step `hsum` is the vanishing weighted sum of residuals, obtained from `left_pairing` by writing out the dot products. The step `hz` splits the disjunction and uses the fact that a zero sum of terms of one sign has only zero terms. The last line divides out $u_i$, which is nonzero because it is positive.

## Residuals of the power iterates

The residual theorem returns to the full set of hypotheses, including the nonnegativity of $A$, and holds for each iterate and each component.

```lean
/-- For a nonnegative matrix with a positive left eigenvector and a nonnegative nonzero trial
vector, the eigenvalue residual of every power iterate is bounded, entry by entry, by the width of
the initial bracket times the iterate. -/
theorem residual_bound [DecidableEq n] {A : Matrix n n ℝ}
    {u x : n → ℝ} {l a b : ℝ} (hA : ∀ i j, 0 ≤ A i j)
    (hu : ∀ i, 0 < u i) (hul : u ᵥ* A = l • u)
    (hx : ∀ i, 0 ≤ x i) (hx0 : x ≠ 0) (h : IsBracket A x a b) (k : ℕ) (i : n) :
    |(A *ᵥ (A ^ k *ᵥ x)) i - l * (A ^ k *ᵥ x) i| ≤ (b - a) * (A ^ k *ᵥ x) i := by
  obtain ⟨⟨hal, hlb⟩, hk⟩ := collatz_wielandt_bracketing hA hu hul hx hx0 h
  -- the iterates stay nonnegative
  have hy : ∀ m : ℕ, ∀ j, 0 ≤ (A ^ m *ᵥ x) j := by
    intro m
    induction m with
    | zero => simpa using hx
    | succ m ih =>
      intro j
      rw [pow_succ', ← Matrix.mulVec_mulVec]
      exact Finset.sum_nonneg fun r _ => mul_nonneg (hA j r) (ih r)
  have h1 := mul_le_mul_of_nonneg_right hal (hy k i)
  have h2 := mul_le_mul_of_nonneg_right hlb (hy k i)
  obtain ⟨h3, h4⟩ := hk k i
  rw [abs_le]
  constructor <;> linarith
```

The statement `hy` shows by induction that all iterates are nonnegative. This permits the multiplication of $a\le l$ and $l\le b$ by the component $(A^kx)_i$, which gives `h1` and `h2`. The bracket for the iterate supplies `h3` and `h4`. Once `abs_le` has replaced the absolute value by two inequalities, each follows by linear arithmetic from these four. The factor $b-a$ is the width of the initial bracket; a narrower bracket found at a later iterate gives a better bound from there on, by the same theorem with that iterate as the trial vector, provided that it is nonzero.

## A nonsymmetric two-by-two matrix

A small matrix shows the hypotheses satisfied together and the bracket narrowing in one step.

```lean
/-- A nonsymmetric two-by-two matrix with positive entries. -/
def demo : Matrix (Fin 2) (Fin 2) ℝ := !![1, 2; 3, 2]
```

The column sums are both $4$, so $(1,1)$ is a left eigenvector with $l=4$; normalised to unit length it is $(1,1)/\sqrt2$. We take the same vector $(1,1)$ as the trial vector. It is not a right eigenvector, since $A(1,1)^T=(3,5)^T$. The quotients are $3$ and $5$, and the first bracket is $[3,5]$.

Another multiplication gives $A(3,5)^T=(13,19)^T$, with quotients $13/3$ and $19/5$. The bracket for the first iterate is therefore $[19/5,13/3]$, and its width has fallen from $2$ to $8/15$. Both intervals contain $4$. Normalising the iterate to $(3,5)/\sqrt{34}$ leaves the quotients unchanged.

```lean
/-- The matrix `demo` has the positive left eigenvector `(1, 1)` with eigenvalue 4; the trial
vector `(1, 1)` has the bracket `[3, 5]`, and its first iterate has `[19/5, 13/3]`. -/
theorem collatz_wielandt_witness :
    (∀ i j, 0 ≤ demo i j) ∧ (∀ i, 0 < (![1, 1] : Fin 2 → ℝ) i) ∧
      ![1, 1] ᵥ* demo = (4 : ℝ) • ![1, 1] ∧
      IsBracket demo ![1, 1] 3 5 ∧
      IsBracket demo (demo *ᵥ ![1, 1]) (19 / 5) (13 / 3) := by
  have h1 : demo *ᵥ ![1, 1] = ![3, 5] := by
    ext i
    fin_cases i <;> norm_num [demo, Matrix.mulVec, dotProduct, Fin.sum_univ_succ]
  have h2 : demo *ᵥ ![3, 5] = ![13, 19] := by
    ext i
    fin_cases i <;> norm_num [demo, Matrix.mulVec, dotProduct, Fin.sum_univ_succ]
  refine ⟨?_, ?_, ?_, ?_, ?_⟩
  · intro i j
    fin_cases i <;> fin_cases j <;> norm_num [demo]
  · intro i
    fin_cases i <;> norm_num
  · ext i
    fin_cases i <;> norm_num [demo, Matrix.vecMul, dotProduct, Fin.sum_univ_succ]
  · intro i
    rw [h1]
    fin_cases i <;> norm_num
  · rw [h1]
    intro i
    rw [h2]
    fin_cases i <;> norm_num

end CollatzWielandtBracketing
```

The equations `h1` and `h2` are the two matrix-vector products just computed. The five parts of the statement are then checked component by component: nonnegative matrix entries, positive $u$, the left-eigenvector equation, and the two brackets.

```lean
#print axioms CollatzWielandtBracketing.collatz_wielandt_bracketing
#print axioms CollatzWielandtBracketing.quotient_bounds
#print axioms CollatzWielandtBracketing.eigenvector_of_sharp_bound
#print axioms CollatzWielandtBracketing.residual_bound
```

```
'CollatzWielandtBracketing.collatz_wielandt_bracketing' depends on axioms: [propext, Classical.choice, Quot.sound]
'CollatzWielandtBracketing.quotient_bounds' depends on axioms: [propext, Classical.choice, Quot.sound]
'CollatzWielandtBracketing.eigenvector_of_sharp_bound' depends on axioms: [propext, Classical.choice, Quot.sound]
'CollatzWielandtBracketing.residual_bound' depends on axioms: [propext, Classical.choice, Quot.sound]
```
